# A Large Enough Tolman Length Removes the Nucleation Barrier in the First-Order Droplet Model

To estimate a nucleation rate from a droplet model, one finds the radius at the top of the free-energy curve and puts the free energy there into a Boltzmann factor. With a curvature-corrected surface tension, a check comes first: does the curve still have a top? For a spherical droplet with a first-order correction and constant positive flat-interface tension and driving force, a single inequality decides this.

## The droplet model and its turning point

Let $g>0$ be the surface tension of the flat interface, and $D>0$ the bulk free energy released per unit volume of the new phase. The Tolman length $t$ measures how the surface tension changes with curvature. To first order the tension of a droplet of radius $r$ is $g(1-2t/r)$. Multiplying by the area $4\pi r^2$ and subtracting the bulk gain gives

$$G(r)=4\pi g(r^2-2tr)-\tfrac43\pi D r^3 .$$

The claim is that $G$ has a local maximum at positive radius exactly when $2tD<g$. The maximum is then unique and lies at

$$R=\frac{g+\sqrt{g^2-2gtD}}{D}.$$

If $g\le 2tD$, then $G$ is strictly decreasing. The case of interest is $t>0$, but the argument does not use the sign of $t$.

**Stationary radii.** The derivative is $G'(r)=4\pi\,[2g(r-t)-Dr^2]$, so $r$ is stationary when $Dr^2=2g(r-t)$. For any $x$,

$$G(x)-G(r)=\tfrac43\pi(x-r)\left[3g(x+r)-6gt-D(x^2+xr+r^2)\right].$$

Stationarity gives $6gt=6gr-3Dr^2$. The bracket becomes $3g(x-r)-D(x^2+xr-2r^2)$, which has a further factor $x-r$. Hence

$$G(x)-G(r)=-\tfrac43\pi(x-r)^2(Dx+2Dr-3g).$$

At $x=r$ the linear factor equals $3(Dr-g)$. If $Dr>g$, it stays positive near $r$, and $r$ is a local maximum. If $Dr\le g$, it is negative for every $x<r$, so slightly smaller droplets have higher free energy and $r$ is not a maximum. This also settles the inflection point $Dr=g$, where the second derivative vanishes.

**Solving for the radius.** Completing the square turns stationarity into $(Dr-g)^2=g(g-2tD)$. If $Dr>g$, the left side is positive, so $2tD<g$, and the positive square root gives $r=R$. Conversely, if $2tD<g$, then $R$ satisfies both conditions.

**Strict decrease.** For $a<b$,

$$G(b)-G(a)=-\tfrac43\pi(b-a)\,Q,\qquad Q=D(a^2+ab+b^2)-3g(a+b)+6gt,$$

and

$$DQ=\tfrac34(Da+Db-2g)^2+\tfrac14D^2(b-a)^2+3g(2tD-g).$$

When $g\le 2tD$, the middle term is positive and the others are nonnegative, so $Q>0$ and $G(b)<G(a)$.

**Height of the top.** Let $2tD<g$. Substituting $DR^2=2g(R-t)$ into the cubic term gives

$$G(R)=4\pi gR(R-2t)-\tfrac83\pi gR(R-t)=\tfrac43\pi gR(R-4t).$$

Eliminating $t$ instead gives $G(R)=\tfrac43\pi R^2(2DR-3g)$, while the same relation yields

$$g(3g-8tD)=(2DR-g)(2DR-3g).$$

Since $DR>g$, the factor $2DR-g$ is positive. Therefore $G(R)>0$ exactly when $8tD<3g$. For $3/8\le tD/g<1/2$ there is a local maximum, but it does not rise above $G(0)=0$. Whenever $t>0$, the curve first falls below zero, to a minimum at a radius smaller than $2t$. The truncated tension is negative there, so the dip has no physical meaning, and the height is counted from $G(0)$ instead. At $t=0$ the formulas reduce to $R=2g/D$ and $G(R)=16\pi g^3/(3D^2)$.

The threshold needs a cautious physical reading. At $2tD=g$ the formula for $R$ gives $g/D=2t$, where the corrected tension $g(1-2t/r)$ is zero. The correction is then as large as the term it corrects, so the loss of the maximum is a property of the truncated expression and no evidence that a real barrier has vanished.

## The free energy and critical radius in Lean

```lean
import Mathlib

open Filter Topology
open scoped Real

namespace TolmanNucleation

noncomputable section
```

The four arguments of `freeEnergy` are real numbers, to be read in one consistent set of units.

```lean
/-- Free energy of a droplet of radius `r` with flat-interface tension `g`, bulk driving force `D`
per volume, and Tolman length `t`, the curvature correction being truncated at first order. -/
def freeEnergy (g D t r : ℝ) : ℝ :=
  4 * π * g * (r ^ 2 - 2 * t * r) - 4 / 3 * π * D * r ^ 3
```

The function is defined for every real `r`, although only positive radii describe droplets. Because the positive half-line is open, a local maximum at a positive radius means the same thing on the half-line as on the whole line.

```lean
/-- The curvature-corrected critical radius, for positive `g` and `D` with `2 * t * D < g`. -/
def criticalRadius (g D t : ℝ) : ℝ :=
  (g + √(g ^ 2 - 2 * g * t * D)) / D
```

This is $R$. Its formula still returns a number when $2tD\ge g$, since Lean's square root of a negative real is zero; the theorems below identify it with a maximum only when $2tD<g$.

## Stationarity and the sign of the linear factor

The derivative is assembled from the rules for powers, differences and constant multiples, and `ring` brings it to the form used above.

```lean
/-- The derivative of the droplet free energy with respect to the radius. -/
theorem hasDerivAt_freeEnergy (g D t r : ℝ) :
    HasDerivAt (freeEnergy g D t) (4 * π * (2 * g * (r - t) - D * r ^ 2)) r := by
  have h := (((hasDerivAt_pow 2 r).fun_sub
    ((hasDerivAt_id' r).const_mul (2 * t))).const_mul (4 * π * g)).fun_sub
    ((hasDerivAt_pow 3 r).const_mul (4 / 3 * π * D))
  refine h.congr_deriv ?_
  simp only [Nat.cast_ofNat, Nat.reduceSub]
  ring
```

The factorisation comes next. Its hypothesis `h` is the stationarity equation, and `linear_combination` states the multiple of `h` that accounts for the difference between the two sides.

```lean
/-- Measured from a stationary radius `r`, the free energy is exactly a square times a
linear factor. -/
theorem freeEnergy_sub_of_stationary {g D t r : ℝ}
    (h : D * r ^ 2 = 2 * g * (r - t)) (x : ℝ) :
    freeEnergy g D t x - freeEnergy g D t r =
      -(4 / 3 * π) * (x - r) ^ 2 * (D * x + 2 * D * r - 3 * g) := by
  unfold freeEnergy
  linear_combination (-4 * π * (x - r)) * h
```

A barrier top is expressed by Mathlib's `IsLocalMax`: all sufficiently close radii have free energy no larger than the value at `r`. Stationarity is therefore derived and not built into the definition.

```lean
/-- For a positive driving force, a radius is a local maximum of the free energy exactly when
it is stationary and larger than `g / D`. -/
theorem isLocalMax_iff_stationary {g D t r : ℝ} (hD : 0 < D) :
    IsLocalMax (freeEnergy g D t) r ↔
      D * r ^ 2 = 2 * g * (r - t) ∧ g < D * r := by
  constructor
  · intro h
    have h0 := h.hasDerivAt_eq_zero (hasDerivAt_freeEnergy g D t r)
    have hs : D * r ^ 2 = 2 * g * (r - t) := by
      have h1 := (mul_eq_zero.mp h0).resolve_left (by positivity)
      linarith
    refine ⟨hs, ?_⟩
    by_contra hc
    have hc' := not_lt.mp hc
    have h' : ∀ᶠ x in 𝓝 r, freeEnergy g D t x ≤ freeEnergy g D t r := h
    obtain ⟨ε, hε, hb⟩ := Metric.eventually_nhds_iff.mp h'
    -- a slightly smaller droplet would have a higher free energy
    have h1 := @hb (r - ε / 2) (by
      rw [Real.dist_eq, abs_lt]
      constructor <;> linarith)
    have h2 := freeEnergy_sub_of_stationary hs (r - ε / 2)
    have h3 : D * (r - ε / 2) + 2 * D * r - 3 * g < 0 := by
      nlinarith [mul_pos hD hε]
    have h4 : 0 < 4 / 3 * π * (r - ε / 2 - r) ^ 2 := by
      rw [show r - ε / 2 - r = -(ε / 2) by ring, neg_sq]
      positivity
    nlinarith [mul_neg_of_pos_of_neg h4 h3]
  · rintro ⟨hs, hc⟩
    have hcont : Continuous fun x : ℝ => D * x + 2 * D * r - 3 * g := by fun_prop
    -- the linear factor stays positive near the stationary radius
    have hev : ∀ᶠ x in 𝓝 r, 0 < D * x + 2 * D * r - 3 * g :=
      (isOpen_lt continuous_const hcont).mem_nhds
        (show (0 : ℝ) < D * r + 2 * D * r - 3 * g by linarith)
    have hmax : ∀ᶠ x in 𝓝 r, freeEnergy g D t x ≤ freeEnergy g D t r := by
      filter_upwards [hev] with x hx
      have h2 := freeEnergy_sub_of_stationary hs x
      have h3 : 0 ≤ 4 / 3 * π * (x - r) ^ 2 * (D * x + 2 * D * r - 3 * g) :=
        mul_nonneg (by positivity) hx.le
      linarith
    exact hmax
```

In the forward direction, a local maximum has zero derivative. If `g < D * r` failed, the point `r - ε / 2` would lie inside the neighbourhood on which `r` is maximal, yet the factorisation would give it a higher free energy. In the reverse direction, continuity keeps the linear factor positive near `r`. The only sign assumed here is that of `D`.

## Selecting the larger root

```lean
/-- For positive `g` and `D`, `r` is stationary and larger than `g / D` exactly when `2 * t * D < g`
and `r` is the critical radius. -/
theorem stationary_iff_criticalRadius {g D t r : ℝ} (hg : 0 < g) (hD : 0 < D) :
    (D * r ^ 2 = 2 * g * (r - t) ∧ g < D * r) ↔
      2 * t * D < g ∧ r = criticalRadius g D t := by
  constructor
  · rintro ⟨hs, hc⟩
    -- complete the square
    have hsq : (D * r - g) ^ 2 = g ^ 2 - 2 * g * t * D := by
      linear_combination D * hs
    have hp : 0 < (D * r - g) ^ 2 := pow_pos (sub_pos.mpr hc) 2
    have hq : 0 < g * (g - 2 * t * D) := by linarith
    refine ⟨sub_pos.mp ((mul_pos_iff_of_pos_left hg).mp hq), ?_⟩
    unfold criticalRadius
    rw [← hsq, Real.sqrt_sq (by linarith), eq_div_iff hD.ne']
    ring
  · rintro ⟨h, rfl⟩
    have hrad : 0 < g ^ 2 - 2 * g * t * D := by
      nlinarith [mul_pos hg (sub_pos.mpr h)]
    have hs := Real.sq_sqrt hrad.le
    have hp := Real.sqrt_pos.mpr hrad
    have hR : D * criticalRadius g D t = g + √(g ^ 2 - 2 * g * t * D) := by
      unfold criticalRadius
      field_simp
    refine ⟨?_, by linarith⟩
    apply mul_left_cancel₀ hD.ne'
    linear_combination
      (D * criticalRadius g D t - g + √(g ^ 2 - 2 * g * t * D)) * hR + hs
```

The equation `hsq` is the completed square. Its positivity gives the inequality between `t`, `D` and `g`, and `Real.sqrt_sq` takes the root with the sign fixed by `g < D * r`. For the converse, `hR` clears the denominator in the critical radius, and the square of the root restores the stationarity equation.

## Strict decrease at and above the threshold

```lean
/-- For positive `g` and `D` with `g ≤ 2 * t * D`, the free energy strictly decreases
with the radius. -/
theorem freeEnergy_strictAnti {g D t : ℝ} (hg : 0 < g) (hD : 0 < D)
    (h : g ≤ 2 * t * D) : StrictAnti (freeEnergy g D t) := by
  intro a b hab
  have h1 : 0 < D ^ 2 * (b - a) ^ 2 :=
    mul_pos (pow_pos hD 2) (pow_pos (sub_pos.mpr hab) 2)
  have h2 : 0 ≤ g * (2 * t * D - g) := mul_nonneg hg.le (sub_nonneg.mpr h)
  -- the difference quotient is negative, by two squares and a nonnegative term
  have h3 : 0 < D * (D * (a ^ 2 + a * b + b ^ 2) - 3 * g * (a + b) + 6 * g * t) := by
    nlinarith [h1, h2, sq_nonneg (D * a + D * b - 2 * g)]
  have h4 := (mul_pos_iff_of_pos_left hD).mp h3
  have h5 := mul_pos (mul_pos Real.pi_pos (sub_pos.mpr hab)) h4
  unfold freeEnergy
  nlinarith [h5]
```

`StrictAnti` says that a larger radius always has a smaller free energy. The inequality `h3` is $DQ>0$, which `nlinarith` obtains from the two squares and the nonnegative last term of the identity for $DQ$. Equality in `g ≤ 2 * t * D` is included.

## The existence criterion

```lean
/-- For positive `g` and `D`, a local maximum at positive radius exists exactly when
`2 * t * D < g`, and the critical radius is then the only one; otherwise the free energy is
strictly decreasing. -/
theorem nucleation_barrier {g D : ℝ} (t : ℝ) (hg : 0 < g) (hD : 0 < D) :
    ((∃ r, 0 < r ∧ IsLocalMax (freeEnergy g D t) r) ↔ 2 * t * D < g) ∧
    (2 * t * D < g →
      ∀ r, IsLocalMax (freeEnergy g D t) r ↔ r = criticalRadius g D t) ∧
    (g ≤ 2 * t * D → StrictAnti (freeEnergy g D t)) := by
  have key : ∀ r, IsLocalMax (freeEnergy g D t) r ↔
      2 * t * D < g ∧ r = criticalRadius g D t := fun r =>
    (isLocalMax_iff_stationary hD).trans (stationary_iff_criticalRadius hg hD)
  refine ⟨⟨?_, ?_⟩, ?_, freeEnergy_strictAnti hg hD⟩
  · rintro ⟨r, _, hr⟩
    exact ((key r).mp hr).1
  · intro h
    exact ⟨criticalRadius g D t,
      div_pos (add_pos_of_pos_of_nonneg hg (Real.sqrt_nonneg _)) hD,
      (key _).mpr ⟨h, rfl⟩⟩
  · intro h r
    exact ⟨fun hr => ((key r).mp hr).2, fun hr => (key r).mpr ⟨h, hr⟩⟩
```

The theorem has three parts, for positive `g` and `D` and any real `t`:

- A local maximum at some positive radius exists if and only if `2 * t * D < g`.
- Under that inequality, a real number `r` is a local maximum if and only if it is the critical radius. Uniqueness thus holds on the whole real line.
- If `g ≤ 2 * t * D`, the free energy is strictly decreasing.

The auxiliary statement `key` chains the two preceding equivalences, and the first two parts follow from it. Positivity of the critical radius comes from its positive numerator and denominator.

The theorem concerns a spherical droplet described by its radius alone, with `g`, `D` and `t` independent of that radius. It contains neither higher curvature terms nor a kinetic prefactor, and it does not derive the first-order tension from a molecular model.

## Height of the maximum and the classical values

```lean
/-- The free energy at the critical radius, for positive `g` and `D` with
`2 * t * D < g`. -/
theorem barrier_height {g D t : ℝ} (hg : 0 < g) (hD : 0 < D) (h : 2 * t * D < g) :
    freeEnergy g D t (criticalRadius g D t) =
      4 / 3 * π * g * criticalRadius g D t * (criticalRadius g D t - 4 * t) := by
  have hs := ((stationary_iff_criticalRadius hg hD).mpr ⟨h, rfl⟩).1
  unfold freeEnergy
  linear_combination (-(4 / 3) * π * criticalRadius g D t) * hs
```

The proof recovers the stationarity equation at the critical radius and uses it to remove the cubic term. The height is measured from the zero of $G$ at $r=0$.

```lean
/-- For positive `g` and `D` with `2 * t * D < g`, the free energy at the critical radius is
positive exactly when `8 * t * D < 3 * g`. -/
theorem barrier_height_pos_iff {g D t : ℝ} (hg : 0 < g) (hD : 0 < D)
    (h : 2 * t * D < g) :
    0 < freeEnergy g D t (criticalRadius g D t) ↔ 8 * t * D < 3 * g := by
  obtain ⟨hs, hc⟩ := (stationary_iff_criticalRadius hg hD).mpr ⟨h, rfl⟩
  have hR : 0 < criticalRadius g D t :=
    div_pos (add_pos_of_pos_of_nonneg hg (Real.sqrt_nonneg _)) hD
  generalize criticalRadius g D t = R at hs hc hR ⊢
  -- both sides have the sign of `2 * D * R - 3 * g`
  have e1 : freeEnergy g D t R = 4 / 3 * π * R ^ 2 * (2 * D * R - 3 * g) := by
    unfold freeEnergy
    linear_combination (-4 * π * R) * hs
  have e2 : g * (3 * g - 8 * t * D) = (2 * D * R - g) * (2 * D * R - 3 * g) := by
    linear_combination (-4 * D) * hs
  have hf : 0 < 2 * D * R - g := by linarith
  rw [e1, mul_pos_iff_of_pos_left (by positivity)]
  constructor
  · intro hp
    have hq := mul_pos hf hp
    rw [← e2] at hq
    exact sub_pos.mp ((mul_pos_iff_of_pos_left hg).mp hq)
  · intro hp
    have hq := mul_pos hg (sub_pos.mpr hp)
    rw [e2] at hq
    exact (mul_pos_iff_of_pos_left hf).mp hq
```

Here `generalize` replaces the critical radius by a letter `R`, keeping only stationarity, `g < D * R` and positivity. The identities `e1` and `e2` are the two factorisations found by hand; both contain `2 * D * R - 3 * g`, which carries the sign from one side of the equivalence to the other.

```lean
/-- At zero Tolman length and positive `g` and `D`, the critical radius and the free energy
there take their classical nucleation values. -/
theorem classical_limit {g D : ℝ} (hg : 0 < g) (hD : 0 < D) :
    criticalRadius g D 0 = 2 * g / D ∧
    freeEnergy g D 0 (criticalRadius g D 0) = 16 * π * g ^ 3 / (3 * D ^ 2) := by
  have hR : criticalRadius g D 0 = 2 * g / D := by
    unfold criticalRadius
    rw [show g ^ 2 - 2 * g * 0 * D = g ^ 2 by ring, Real.sqrt_sq hg.le]
    ring
  refine ⟨hR, ?_⟩
  rw [barrier_height hg hD (by linarith), hR]
  ring

end

end TolmanNucleation
```

With `t` set to zero the radicand is `g ^ 2`, whose root is `g` because `g` is positive. The height then follows from `barrier_height`.

```lean
#print axioms TolmanNucleation.nucleation_barrier
#print axioms TolmanNucleation.barrier_height_pos_iff
#print axioms TolmanNucleation.classical_limit
```

```
'TolmanNucleation.nucleation_barrier' depends on axioms: [propext, Classical.choice, Quot.sound]
'TolmanNucleation.barrier_height_pos_iff' depends on axioms: [propext, Classical.choice, Quot.sound]
'TolmanNucleation.classical_limit' depends on axioms: [propext, Classical.choice, Quot.sound]
```
